# Betweenness of adjacent Gelfand rows with entries 0, 1, 2 is equivalent to four steps in (a, b, c)

## Building spin-adapted states orbital by orbital

A configuration interaction or complete active space calculation places N electrons in n spatial orbitals. For a spin-free Hamiltonian the basis states can be chosen with definite total spin S. In the unitary group approach the N-electron states with given S and one fixed spin projection M_S span an irreducible representation of U(n), the same one for each of the 2S+1 values of M_S, labelled by a nonincreasing row of n integers. The row is drawn as a Young diagram whose rows have the entries as lengths. An electron has two spin states, so an orbital holds at most two electrons and the diagram has at most two columns, which means that every entry is 0, 1 or 2. Such a row is called a Paldus row here, although the rows of a Paldus tableau are usually the triples (a, b, c) defined next. If it has a twos, b ones and c zeros, then

a + b + c = n,  2a + b = N,  b = 2S.

Individual basis states are labelled along the chain U(n) ⊃ U(n−1) ⊃ … ⊃ U(1), with one row for each group, and the rows form a Gelfand tableau. Take adjacent rows m = (m_0, …, m_k) of length k+1 and m' = (m'_0, …, m'_(k−1)) of length k. The branching rule for U(k+1) ⊃ U(k) says that m' occurs under m when

m_i ≥ m'_i ≥ m_(i+1)  for i = 0, …, k−1.

These are the betweenness conditions, taken here as the definition of an allowed pair of rows. The question is what they say about the triples (a, b, c) of m and (a', b', c') of m'.

## The four steps

Write Δa = a − a', Δb = b − b', Δc = c − c', and ΔN for the entry sum of m minus that of m'. For Paldus rows m and m', betweenness holds exactly when (Δa, Δb, Δc) is one of four vectors, numbered by a step number d:

d = 0:  (0, 0, 1),  ΔN = 0

d = 1:  (0, 1, 0),  ΔN = 1

d = 2:  (1, −1, 1),  ΔN = 1

d = 3:  (1, 0, 0),  ΔN = 2

With b = 2S, the added orbital is empty for d = 0, singly occupied with the spin raised by ½ for d = 1, singly occupied with the spin lowered by ½ for d = 2, and doubly occupied for d = 3. This is the one-orbital rule behind the labelling of spin-adapted configurations by strings of step numbers in the graphical unitary group approach.

## Column lengths of a nonincreasing row

For a threshold t = 0, 1, 2, … let L_t(m) be the number of entries of m that are at least t. For t ≥ 1 it is the length of column t of the diagram, and L_0(m) is the length of the row. For a nonincreasing row and any position i in it,

i < L_t(m)  ⇔  m_i ≥ t.  (1)

If m_i ≥ t, the i+1 entries m_0, …, m_i are all at least t, so L_t(m) ≥ i+1. If m_i < t, every entry from position i onwards is below t, so only the i positions 0, …, i−1 can contribute and L_t(m) ≤ i.

## Betweenness as a condition on columns

For nonincreasing rows of natural numbers, with no upper bound on the entries, betweenness is equivalent to

L_t(m') ≤ L_t(m) ≤ L_t(m') + 1  for every t.  (2)

Assume betweenness, fix t, and abbreviate L = L_t(m), L' = L_t(m'), so that L ≤ k+1 and L' ≤ k. Suppose L < L'. Then L < k is a position of m', and (1) for m' gives m'_L ≥ t. Betweenness gives m_L ≥ m'_L ≥ t, and (1) for m gives L < L, which is false. Suppose L > L' + 1. Then L' + 1 < k+1, so L' is a position of m' and L' + 1 a position of m. By (1) for m, m_(L'+1) ≥ t, betweenness gives m'_(L') ≥ t, and (1) for m' gives L' < L', again false.

Conversely, assume (2) and fix a position i of m'. With t = m'_i, (1) gives i < L_t(m') ≤ L_t(m), hence m_i ≥ t = m'_i. With t = m_(i+1), (1) gives i + 1 < L_t(m) ≤ L_t(m') + 1, so i < L_t(m') and m'_i ≥ t = m_(i+1).

## From two columns to the triple

An entry that is at least t either equals t or is at least t+1, so L_t is the number of entries equal to t plus L_(t+1). For entries at most 2 the count vanishes above t = 2, and stepping down gives

L_t = 0 for t > 2,  L_2 = a,  L_1 = a + b,  L_0 = a + b + c = length of the row.

In (2) the threshold t = 0 reads k ≤ k+1 ≤ k+1 and the thresholds t > 2 read 0 ≤ 0 ≤ 1, so they always hold. The thresholds t = 2 and t = 1 remain, together with the difference of lengths:

Δa ∈ {0, 1},  Δa + Δb ∈ {0, 1},  Δa + Δb + Δc = 1.

Set x = Δa and y = Δa + Δb. Then Δb = y − x and Δc = 1 − y, and the choices (x, y) = (0, 0), (0, 1), (1, 0), (1, 1) give the steps d = 0, 1, 2, 3 in that order. Conversely, each step has x and y in {0, 1}, so it implies (2). The entry sum is 2a + b, hence

ΔN = 2Δa + Δb = x + y = 0, 1, 1, 2.

The four vectors are distinct, so d is unique. Finally, the triple of a Paldus row fixes every L_t, and by (1) these fix which thresholds each entry reaches, so the triple fixes the row.

## Rows, counts and steps in Lean

A row of length n is a function `Fin n → ℕ` with positions 0, …, n−1. `IsPaldusRow m` is the conjunction of `Antitone m`, the nonincreasing order, and `∀ i, m i ≤ 2`, the two-column restriction. `mult m v` counts the entries equal to v, `col m t` is L_t(m), and `paldus m` is (a, b, c). The triple takes values in `ℤ × ℤ × ℤ` because Δb = −1 occurs in step 2. In `Between m m'`, `m i.castSucc` is m_i and `m i.succ` is m_(i+1). `step` and `occ` list the four vectors and the values of ΔN, indexed by d in `Fin 4`. Differences are always longer row minus shorter row.

`between_iff_step` says that for Paldus rows of lengths k+1 and k, betweenness holds if and only if `paldus m - paldus m' = step d` for some d. `between_unique_step` assumes betweenness and yields a d that gives the difference of triples, satisfies `∑ i, m i = ∑ i, m' i + occ d`, and equals every step number e that gives this difference. `eq_of_paldus_eq` says that two Paldus rows of equal length with equal triples coincide. `steps_witness` exhibits all four steps above the row (1), whose triple is (0, 1, 0): the rows (1,0), (1,1), (2,0), (2,1) have triples (0,1,1), (0,2,0), (1,0,1), (1,1,0). In the physical reading the four tableaux formed by each of these rows above the row (1) are a one-electron doublet, a two-electron triplet, the open-shell two-electron singlet and a three-electron doublet.

The theorems are combinatorial statements about one pair of adjacent rows. Unitary groups, spin operators and electrons do not occur in them: the branching rule enters as the definition `Between`, and the readings N = 2a + b and S = b/2 are supplied by the physics. The passage from a whole Gelfand tableau to its string of step numbers, by applying the result level by level, is not treated. The equivalence also leaves open which steps are available above a given lower row. Step 2 requires b' ≥ 1, since a = a' + 1 and b = b' − 1 must be counts. At the smallest size k = 0 the lower row is empty, betweenness is vacuous, and the rows (0), (1), (2) give d = 0, 1, 3.

```lean
import Mathlib

open Finset

namespace PaldusSteps

variable {n k : ℕ}

/-- A Paldus row: a nonincreasing row of a Gelfand tableau with entries in {0, 1, 2}. -/
def IsPaldusRow (m : Fin n → ℕ) : Prop := Antitone m ∧ ∀ i, m i ≤ 2

/-- The number of entries of the row equal to `v`. -/
def mult (m : Fin n → ℕ) (v : ℕ) : ℕ := (univ.filter fun i => m i = v).card

/-- The number of entries of the row that are at least `t` (for `t ≥ 1` the length of
column `t` of the Young diagram). -/
def col (m : Fin n → ℕ) (t : ℕ) : ℕ := (univ.filter fun i => t ≤ m i).card

/-- The Paldus triple `(a, b, c)`: the numbers of twos, ones and zeros in the row. -/
def paldus (m : Fin n → ℕ) : ℤ × ℤ × ℤ := ((mult m 2 : ℤ), (mult m 1 : ℤ), (mult m 0 : ℤ))

/-- The betweenness conditions `m i ≥ m' i ≥ m (i+1)` for adjacent rows. -/
def Between (m : Fin (k + 1) → ℕ) (m' : Fin k → ℕ) : Prop :=
  ∀ i : Fin k, m' i ≤ m i.castSucc ∧ m i.succ ≤ m' i

/-- The difference `(Δa, Δb, Δc)` of Paldus triples belonging to step number `d`. -/
def step : Fin 4 → ℤ × ℤ × ℤ := ![(0, 0, 1), (0, 1, 0), (1, -1, 1), (1, 0, 0)]

/-- The occupation number 0, 1, 1, 2 belonging to step number `d`. -/
def occ : Fin 4 → ℕ := ![0, 1, 1, 2]

/-- In a nonincreasing row, entry `i` is at least `t` exactly when `i` is smaller than the
number of entries that are at least `t`. -/
theorem lt_col_iff {m : Fin n → ℕ} (hm : Antitone m) (t : ℕ) (i : Fin n) :
    i.val < col m t ↔ t ≤ m i := by
  constructor
  · intro h
    by_contra hlt
    -- all entries ≥ t would sit before position i
    have hsub : (univ.filter fun j => t ≤ m j) ⊆ Finset.Iio i := by
      intro j hj
      have hj' : t ≤ m j := (mem_filter.1 hj).2
      rw [Finset.mem_Iio]
      by_contra hij
      exact hlt (hj'.trans (hm (not_lt.1 hij)))
    have hc := card_le_card hsub
    rw [Fin.card_Iio] at hc
    unfold col at h
    omega
  · intro h
    have hsub : Finset.Iic i ⊆ (univ.filter fun j => t ≤ m j) := by
      intro j hj
      exact mem_filter.2 ⟨mem_univ _, h.trans (hm (Finset.mem_Iic.1 hj))⟩
    have hc := card_le_card hsub
    rw [Fin.card_Iic] at hc
    unfold col
    omega

/-- For nonincreasing rows with arbitrary entries, betweenness holds exactly when, for every
`t`, the number of entries at least `t` grows by zero or one from `m'` to `m`. -/
theorem between_iff_col {m : Fin (k + 1) → ℕ} {m' : Fin k → ℕ}
    (hm : Antitone m) (hm' : Antitone m') :
    Between m m' ↔ ∀ t, col m' t ≤ col m t ∧ col m t ≤ col m' t + 1 := by
  constructor
  · intro h t
    have b1 : col m t ≤ k + 1 := (card_le_univ _).trans_eq (Fintype.card_fin _)
    have b2 : col m' t ≤ k := (card_le_univ _).trans_eq (Fintype.card_fin _)
    constructor
    · by_contra hc
      -- test the left inequality at position col m t
      have hi : col m t < k := by omega
      have h1 : t ≤ m' ⟨col m t, hi⟩ :=
        (lt_col_iff hm' t ⟨col m t, hi⟩).1 (not_le.1 hc)
      have h2 : col m t < col m t :=
        (lt_col_iff hm t (Fin.castSucc ⟨col m t, hi⟩)).2 (h1.trans (h _).1)
      omega
    · by_contra hc
      -- test the right inequality at position col m' t
      have hi : col m' t < k := by omega
      have h1 : t ≤ m (Fin.succ ⟨col m' t, hi⟩) :=
        (lt_col_iff hm t (Fin.succ ⟨col m' t, hi⟩)).1 (not_le.1 hc)
      have h2 : col m' t < col m' t :=
        (lt_col_iff hm' t ⟨col m' t, hi⟩).2 (h1.trans (h _).2)
      omega
  · intro h i
    constructor
    · have h1 := (lt_col_iff hm' (m' i) i).2 le_rfl
      exact (lt_col_iff hm (m' i) i.castSucc).1 (lt_of_lt_of_le h1 (h _).1)
    · have h1 : i.val + 1 < col m (m i.succ) := (lt_col_iff hm (m i.succ) i.succ).2 le_rfl
      have h2 := (h (m i.succ)).2
      exact (lt_col_iff hm' (m i.succ) i).1 (by omega)

/-- For entries in {0, 1, 2} the numbers of entries at least 0, 1, 2 are `n`, `a + b`, `a`,
no entry reaches a larger threshold, and `a + b + c = n`. -/
theorem col_eq_mult {m : Fin n → ℕ} (hm : ∀ i, m i ≤ 2) :
    col m 0 = n ∧ col m 1 = mult m 2 + mult m 1 ∧ col m 2 = mult m 2 ∧
      (∀ t, 2 < t → col m t = 0) ∧ mult m 2 + mult m 1 + mult m 0 = n := by
  have hs : ∀ t, col m t = mult m t + col m (t + 1) := by
    intro t
    simp only [col, mult, card_filter, ← sum_add_distrib]
    refine sum_congr rfl fun i _ => ?_
    split_ifs <;> omega
  have hz : ∀ t, 2 < t → col m t = 0 := by
    intro t ht
    unfold col
    rw [card_eq_zero, filter_eq_empty_iff]
    intro i _
    have := hm i
    omega
  have h0 : col m 0 = n := by simp [col]
  have e0 : col m 0 = mult m 0 + col m 1 := hs 0
  have e1 : col m 1 = mult m 1 + col m 2 := hs 1
  have e2 : col m 2 = mult m 2 + col m 3 := hs 2
  have e3 : col m 3 = 0 := hz 3 (by omega)
  exact ⟨h0, by omega, by omega, hz, by omega⟩

/-- Two Paldus rows of lengths `k + 1` and `k` satisfy betweenness exactly when their Paldus
triples differ by one of the four steps (0,0,1), (0,1,0), (1,-1,1), (1,0,0). -/
theorem between_iff_step {m : Fin (k + 1) → ℕ} {m' : Fin k → ℕ}
    (hm : IsPaldusRow m) (hm' : IsPaldusRow m') :
    Between m m' ↔ ∃ d, paldus m - paldus m' = step d := by
  have key : ∀ x : ℤ × ℤ × ℤ, (∃ d, x = step d) ↔
      x = (0, 0, 1) ∨ x = (0, 1, 0) ∨ x = (1, -1, 1) ∨ x = (1, 0, 0) := by
    intro x
    constructor
    · rintro ⟨d, rfl⟩
      revert d
      decide
    · rintro (h | h | h | h)
      exacts [⟨0, h⟩, ⟨1, h⟩, ⟨2, h⟩, ⟨3, h⟩]
  obtain ⟨c0, c1, c2, cz, cn⟩ := col_eq_mult hm.2
  obtain ⟨c0', c1', c2', cz', cn'⟩ := col_eq_mult hm'.2
  rw [between_iff_col hm.1 hm'.1, key]
  simp only [paldus, Prod.mk_sub_mk, Prod.mk.injEq]
  constructor
  · -- a and a + b each grow by 0 or 1, while a + b + c grows by 1
    intro h
    have h1 := h 1
    have h2 := h 2
    omega
  · intro h t
    have ht : t = 0 ∨ t = 1 ∨ t = 2 ∨ 2 < t := by omega
    rcases ht with rfl | rfl | rfl | ht
    · omega
    · omega
    · omega
    · have z := cz t ht
      have z' := cz' t ht
      omega

/-- The entry sum of a row with entries in {0, 1, 2} is `2a + b`. -/
theorem entry_sum {m : Fin n → ℕ} (hm : ∀ i, m i ≤ 2) :
    ∑ i, m i = 2 * mult m 2 + mult m 1 := by
  simp only [mult, card_filter, mul_sum, ← sum_add_distrib]
  refine sum_congr rfl fun i _ => ?_
  have := hm i
  split_ifs <;> omega

/-- Paldus rows satisfying betweenness have a unique step number `d` giving the difference of
their triples, and the entry sum grows by the occupation number 0, 1, 1, 2 of that step. -/
theorem between_unique_step {m : Fin (k + 1) → ℕ} {m' : Fin k → ℕ}
    (hm : IsPaldusRow m) (hm' : IsPaldusRow m') (h : Between m m') :
    ∃ d, paldus m - paldus m' = step d ∧ ∑ i, m i = ∑ i, m' i + occ d ∧
      ∀ e, paldus m - paldus m' = step e → e = d := by
  obtain ⟨d, hd⟩ := (between_iff_step hm hm').1 h
  have hocc : ∀ d, 2 * (step d).1 + (step d).2.1 = (occ d : ℤ) := by decide
  have hinj : ∀ e d, step e = step d → e = d := by decide
  refine ⟨d, hd, ?_, fun e he => hinj e d (he.symm.trans hd)⟩
  have h1 : (mult m 2 : ℤ) - (mult m' 2 : ℤ) = (step d).1 := congrArg Prod.fst hd
  have h2 : (mult m 1 : ℤ) - (mult m' 1 : ℤ) = (step d).2.1 :=
    congrArg (fun x : ℤ × ℤ × ℤ => x.2.1) hd
  have h3 := hocc d
  rw [← h1, ← h2] at h3
  rw [entry_sum hm.2, entry_sum hm'.2]
  omega

/-- Two Paldus rows of the same length with the same Paldus triple are equal. -/
theorem eq_of_paldus_eq {m₁ m₂ : Fin n → ℕ} (h₁ : IsPaldusRow m₁) (h₂ : IsPaldusRow m₂)
    (h : paldus m₁ = paldus m₂) : m₁ = m₂ := by
  obtain ⟨c0, c1, c2, cz, -⟩ := col_eq_mult h₁.2
  obtain ⟨c0', c1', c2', cz', -⟩ := col_eq_mult h₂.2
  simp only [paldus, Prod.mk.injEq] at h
  have hc : ∀ t, col m₁ t = col m₂ t := by
    intro t
    have ht : t = 0 ∨ t = 1 ∨ t = 2 ∨ 2 < t := by omega
    rcases ht with rfl | rfl | rfl | ht
    · omega
    · omega
    · omega
    · rw [cz t ht, cz' t ht]
  funext i
  apply le_antisymm
  · exact (lt_col_iff h₂.1 _ i).1 (by rw [← hc]; exact (lt_col_iff h₁.1 _ i).2 le_rfl)
  · exact (lt_col_iff h₁.1 _ i).1 (by rw [hc]; exact (lt_col_iff h₂.1 _ i).2 le_rfl)

/-- The four rows (1,0), (1,1), (2,0), (2,1) of length two. -/
def upper : Fin 4 → Fin 2 → ℕ := ![![1, 0], ![1, 1], ![2, 0], ![2, 1]]

/-- The Paldus rows (1,0), (1,1), (2,0), (2,1) satisfy betweenness with the Paldus row (1)
and realise the steps 0, 1, 2, 3 in this order. -/
theorem steps_witness : ∀ d, IsPaldusRow (upper d) ∧ IsPaldusRow ![1] ∧
    Between (k := 1) (upper d) ![1] ∧ paldus (upper d) - paldus ![1] = step d := by
  unfold IsPaldusRow Antitone Between
  decide

end PaldusSteps
```

```lean
#print axioms PaldusSteps.between_iff_step
#print axioms PaldusSteps.between_unique_step
#print axioms PaldusSteps.eq_of_paldus_eq
```

```
'PaldusSteps.between_iff_step' depends on axioms: [propext, Classical.choice, Quot.sound]
'PaldusSteps.between_unique_step' depends on axioms: [propext, Classical.choice, Quot.sound]
'PaldusSteps.eq_of_paldus_eq' depends on axioms: [propext, Classical.choice, Quot.sound]
```

## Counting arguments behind `lt_col_iff` and `between_iff_col`

`lt_col_iff` is equation (1). Each direction compares the set of positions with entry at least t with an initial interval. In one direction `hsub` places that set inside `Finset.Iio i`, the positions before i, which has i elements. In the other, `Finset.Iic i`, the positions up to i, with i+1 elements, lies inside the set. `card_le_card` turns each inclusion into an inequality between counts.

`between_iff_col` is equivalence (2), and its hypotheses are only the two `Antitone` conditions. The bounds `b1` and `b2` are L ≤ k+1 and L' ≤ k, and they give `hi`, the proof that the tested number is below k and so is a position of m'. In each of the two contradictions `h1` is the first use of (1), which shows that an entry reaches t, and `h2` is the false inequality L < L or L' < L' obtained from betweenness and the second use of (1). The converse applies `lt_col_iff` at the thresholds `m' i` and `m i.succ`, as in the derivation above.

## Arithmetic of the triples

In `col_eq_mult`, `hs` is the recursion linking L_t to L_(t+1), proved entry by entry after each count is written as a sum of zeros and ones. `hz` is the vanishing above 2, `h0` is L_0 = n, and the instances `e0` to `e3` give the remaining identities by linear arithmetic.

`between_iff_step` first replaces the existence of d by a disjunction of four explicit vectors (`key`) and betweenness by (2). In the forward direction it keeps the thresholds `h 1` and `h 2`, and `omega` carries out the case analysis on x and y, using `cn` and `cn'` for a + b + c = k+1 and a' + b' + c' = k. In the backward direction `ht` splits t into 0, 1, 2 and larger values.

`entry_sum` checks entry by entry that a value in {0, 1, 2} contributes 0, 1 or 2 to 2a + b. `between_unique_step` adds two finite checks by `decide`: `hocc`, that 2Δa + Δb equals `occ d` for each step, and `hinj`, that the steps are distinct. `eq_of_paldus_eq` proves equality of all column counts (`hc`) and then uses (1) with t equal to the entry of one row to bound the entry of the other, once in each direction. `steps_witness` is decided by evaluation on the rows listed in `upper`.

## Rows with p columns

Since `between_iff_col` needs no bound on the entries, the same counting applies when they are at most p, as for fermions with p internal states per orbital. The consequences drawn in this paragraph go beyond the theorems of the file. Only the columns t = 1, …, p can be nonempty, and each grows by 0 or 1, so there are at most 2^p patterns of growth above any row. The entry sum equals L_1 + … + L_p, so it grows by the number of columns that grow. For p = 1, spinless fermions, this leaves an empty or an occupied orbital, and p = 2 gives the four steps.
